# Raising the anion p level lowers the cation-s weight of the upper orbital in a two-level model at fixed nonzero coupling

When a filled cation s level, such as Sn 5s or Pb 6s, mixes with an anion p level, how much cation s remains in the upper combination as the anion level rises? An answer needs a definition of "the upper combination". Here it is any real unit vector that solves the eigenvalue equation at an explicitly given energy, and a theorem then shows that this energy is the highest one available. The sign of the vector is left free, since the weight doesn't depend on it.

## Two levels and one coupling

```lean
import Mathlib

open Matrix

namespace LonePairWeight

noncomputable section

/-- The two-level Hamiltonian in the basis (cation s, anion p): the cation s level is at zero,
the anion p level at `d`, and `t` is the coupling. -/
def bondHamiltonian (t d : ℝ) : Matrix (Fin 2) (Fin 2) ℝ := !![0, t; t, d]
```

The Hamiltonian is
$$H=\begin{pmatrix}0&t\\t&d\end{pmatrix}.$$
Lean counts from zero, so component 0 is cation s and component 1 is anion p. The cation level sets the zero of energy, $d$ is the height of the anion level above it, and $t$ is the coupling. The two basis functions are treated as orthonormal. Despite the name `bondHamiltonian`, the orbital of interest is its upper, antibonding state.

```lean
/-- A real orbital of energy `E`: a unit vector that is an eigenvector of the two-level
Hamiltonian with eigenvalue `E`. -/
def IsOrbital (t d E : ℝ) (v : Fin 2 → ℝ) : Prop :=
  v ⬝ᵥ v = 1 ∧ bondHamiltonian t d *ᵥ v = E • v
```

A vector `v : Fin 2 → ℝ` is a pair of real coefficients $(v_0,v_1)$. The definition says $v\cdot v=1$ and $Hv=Ev$; `⬝ᵥ` is the dot product and `*ᵥ` applies a matrix to a vector.

```lean
/-- The cation-s weight of an orbital: the square of its cation s coefficient. -/
def cationWeight (v : Fin 2 → ℝ) : ℝ := v 0 ^ 2
```

The cation-s weight is $w=v_0^2$.

```lean
/-- The energy `(d + √(d² + 4t²)) / 2`. -/
def upperEnergy (t d : ℝ) : ℝ := (d + √(d ^ 2 + 4 * t ^ 2)) / 2
```

This names the number $U=\tfrac12\left(d+\sqrt{d^2+4t^2}\right)$. Nothing in the definition says yet that it is an eigenvalue.

```lean
/-- The orbital condition in components: normalisation and the two rows of the
eigenvalue equation. -/
theorem isOrbital_iff (t d E : ℝ) (v : Fin 2 → ℝ) :
    IsOrbital t d E v ↔
      v 0 ^ 2 + v 1 ^ 2 = 1 ∧ t * v 1 = E * v 0 ∧ t * v 0 + d * v 1 = E * v 1 := by
  simp [IsOrbital, bondHamiltonian, dotProduct, Fin.sum_univ_two,
    funext_iff, Fin.forall_fin_two, pow_two]
```

In components, an orbital satisfies
$$v_0^2+v_1^2=1,\qquad t v_1=E v_0,\qquad t v_0+d v_1=E v_1 .$$
The proof, a single `simp`, writes out the sums over two components.

## The upper energy is the highest one

```lean
/-- For nonzero coupling the upper energy is positive, lies above the anion p level, and solves
the secular equation `E² = d E + t²`. -/
theorem upperEnergy_spec {t : ℝ} (ht : t ≠ 0) (d : ℝ) :
    0 < upperEnergy t d ∧ d < upperEnergy t d ∧
      upperEnergy t d ^ 2 = d * upperEnergy t d + t ^ 2 := by
  have ht2 : 0 < t ^ 2 := by positivity
  have hs : √(d ^ 2 + 4 * t ^ 2) ^ 2 = d ^ 2 + 4 * t ^ 2 := Real.sq_sqrt (by positivity)
  have hpos : 0 < √(d ^ 2 + 4 * t ^ 2) := Real.sqrt_pos.2 (by positivity)
  unfold upperEnergy
  generalize √(d ^ 2 + 4 * t ^ 2) = s at hs hpos ⊢
  -- the root exceeds both d and -d
  have h1 : d < s := by nlinarith
  have h2 : -d < s := by nlinarith
  refine ⟨by linarith, by linarith, ?_⟩
  linear_combination (1 / 4) * hs
```

Write $s=\sqrt{d^2+4t^2}$. Since $t\neq0$, $s^2>d^2$, so $s$ exceeds both $d$ and $-d$. Hence $U=(d+s)/2>0$ and $U-d=(s-d)/2>0$. Moreover,
$$U^2-dU-t^2=\tfrac14\left(s^2-d^2-4t^2\right)=0 .$$
Lean replaces the root by a letter `s`, keeping only its square and its positivity. `nlinarith` finds the inequalities, and `linear_combination` checks the last identity.

```lean
/-- For nonzero coupling the upper energy is the greatest energy of any orbital, and it is
attained. -/
theorem upperEnergy_isGreatest {t : ℝ} (ht : t ≠ 0) (d : ℝ) :
    IsGreatest {E | ∃ v, IsOrbital t d E v} (upperEnergy t d) := by
  obtain ⟨hU, hdU, hsec⟩ := upperEnergy_spec ht d
  generalize upperEnergy t d = U at hU hdU hsec ⊢
  constructor
  · -- normalise the eigenvector (t, U)
    have hn : √(t ^ 2 + U ^ 2) ^ 2 = t ^ 2 + U ^ 2 := Real.sq_sqrt (by positivity)
    have hne : t ^ 2 + U ^ 2 ≠ 0 := by positivity
    generalize √(t ^ 2 + U ^ 2) = n at hn
    refine ⟨![t / n, U / n], (isOrbital_iff _ _ _ _).2 ⟨?_, ?_, ?_⟩⟩
    · show (t / n) ^ 2 + (U / n) ^ 2 = 1
      rw [div_pow, div_pow, ← add_div, hn, div_self hne]
    · show t * (U / n) = U * (t / n)
      ring
    · show t * (t / n) + d * (U / n) = U * (U / n)
      linear_combination (-1 / n) * hsec
  · rintro E ⟨v, hv⟩
    obtain ⟨h0, h1, h2⟩ := (isOrbital_iff _ _ _ _).1 hv
    -- every orbital energy solves the secular equation
    have hE : E ^ 2 = d * E + t ^ 2 := by
      linear_combination (-(E ^ 2 - d * E - t ^ 2)) * h0
        - (v 0 * (E - d) + v 1 * t) * h1 - (v 0 * t + v 1 * E) * h2
    by_contra hlt
    have hlt' : U < E := lt_of_not_ge hlt
    nlinarith [mul_pos (sub_pos.2 hlt') (show 0 < E + U - d by linarith)]
```

`IsGreatest` says two things: $U$ is the energy of some orbital, and no orbital has a higher energy.

For the first, take $(t,U)/\sqrt{t^2+U^2}$. The first row reads $tU=Ut$, and the second is the secular equation $t^2+dU=U^2$.

For the second, let $E$ be any orbital energy. Eliminating one component between the two rows gives
$$(E^2-dE-t^2)\,v_0=0,\qquad (E^2-dE-t^2)\,v_1=0 .$$
Multiplying by $v_0$ and $v_1$, adding, and using normalisation gives $E^2=dE+t^2$. Subtracting the same equation for $U$ leaves $(E-U)(E+U-d)=0$. If $E>U$, both factors would be positive, a contradiction. The long `linear_combination` is this elimination in one step.

## The weight in closed form

```lean
/-- For nonzero coupling, an orbital of energy `E` has cation-s weight `t² / (t² + E²)`. -/
theorem cationWeight_eq_div {t d E : ℝ} {v : Fin 2 → ℝ} (ht : t ≠ 0)
    (hv : IsOrbital t d E v) : cationWeight v = t ^ 2 / (t ^ 2 + E ^ 2) := by
  obtain ⟨h0, h1, _⟩ := (isOrbital_iff _ _ _ _).1 hv
  have hne : t ^ 2 + E ^ 2 ≠ 0 := by positivity
  unfold cationWeight
  rw [eq_div_iff hne]
  linear_combination t ^ 2 * h0 - (t * v 1 + E * v 0) * h1
```

Squaring the first row gives $t^2v_1^2=E^2v_0^2$. With $v_1^2=1-v_0^2$,
$$w=v_0^2=\frac{t^2}{t^2+E^2}.$$
This holds for either orbital of the model.

```lean
/-- For nonzero coupling, the upper orbital has cation-s weight
`(1 - d / √(d² + 4t²)) / 2`. -/
theorem cationWeight_upper {t d : ℝ} {v : Fin 2 → ℝ} (ht : t ≠ 0)
    (hv : IsOrbital t d (upperEnergy t d) v) :
    cationWeight v = (1 - d / √(d ^ 2 + 4 * t ^ 2)) / 2 := by
  rw [cationWeight_eq_div ht hv]
  have hs : √(d ^ 2 + 4 * t ^ 2) ^ 2 = d ^ 2 + 4 * t ^ 2 := Real.sq_sqrt (by positivity)
  have hpos : 0 < √(d ^ 2 + 4 * t ^ 2) := Real.sqrt_pos.2 (by positivity)
  unfold upperEnergy
  generalize √(d ^ 2 + 4 * t ^ 2) = s at hs hpos ⊢
  have hne : t ^ 2 + ((d + s) / 2) ^ 2 ≠ 0 := by positivity
  have hfrac : (1 - d / s) / 2 = (s - d) / (2 * s) := by
    field_simp
  rw [hfrac, div_eq_div_iff hne (by positivity)]
  linear_combination (-(s + d) / 4) * hs
```

Now put $E=U$. From $t^2=(s-d)(s+d)/4$ and $U^2=(s+d)^2/4$ one gets $t^2+U^2=s(s+d)/2$, so
$$w=\frac{s-d}{2s}=\frac12\left(1-\frac{d}{\sqrt{d^2+4t^2}}\right).$$
Lean cross-multiplies the two fractions and compares polynomials. The sign of $d$ is not restricted.

## The weight falls as the anion level rises

```lean
/-- At fixed nonzero coupling, raising the anion p level strictly lowers the cation-s weight
of the upper orbital. -/
theorem cationWeight_strictly_decreasing {t d₁ d₂ : ℝ} {v₁ v₂ : Fin 2 → ℝ} (ht : t ≠ 0)
    (hd : d₁ < d₂) (h₁ : IsOrbital t d₁ (upperEnergy t d₁) v₁)
    (h₂ : IsOrbital t d₂ (upperEnergy t d₂) v₂) :
    cationWeight v₂ < cationWeight v₁ := by
  rw [cationWeight_eq_div ht h₁, cationWeight_eq_div ht h₂]
  obtain ⟨p₁, q₁, r₁⟩ := upperEnergy_spec ht d₁
  obtain ⟨p₂, q₂, r₂⟩ := upperEnergy_spec ht d₂
  generalize upperEnergy t d₁ = E₁ at p₁ q₁ r₁ ⊢
  generalize upperEnergy t d₂ = E₂ at p₂ q₂ r₂ ⊢
  -- the upper energy rises with the anion level
  have hE : E₁ < E₂ := by
    by_contra hn
    have hle : E₂ ≤ E₁ := le_of_not_gt hn
    nlinarith [mul_pos p₂ (show 0 < (E₁ - d₁) - (E₂ - d₂) by linarith),
      mul_nonneg (sub_nonneg.2 hle) (sub_pos.2 q₁).le]
  have hsq : E₁ ^ 2 < E₂ ^ 2 := by nlinarith
  exact div_lt_div_of_pos_left (by positivity) (by positivity) (by linarith)
```

In this theorem `v₁` and `v₂` are two whole orbitals, belonging to the anion levels $d_1<d_2$ at the same $t$; they are not components. Let $E_1,E_2$ be the upper energies. The secular equation gives
$$E_1(E_1-d_1)=t^2=E_2(E_2-d_2).$$
Suppose $E_2\le E_1$. Then $E_2-d_2<E_1-d_1$, and since all factors are positive, $E_2(E_2-d_2)<E_1(E_1-d_1)$, which is impossible. So $E_1<E_2$, the denominator $t^2+E^2$ grows, and the weight falls strictly.

```lean
/-- For nonzero coupling and the anion p level above the cation s level, the upper orbital has
cation-s weight below one half, and between `t² / (d² + 3t²)` and `t² / d²`. -/
theorem cationWeight_bounds {t d : ℝ} {v : Fin 2 → ℝ} (ht : t ≠ 0) (hd : 0 < d)
    (hv : IsOrbital t d (upperEnergy t d) v) :
    cationWeight v < 1 / 2 ∧ t ^ 2 / (d ^ 2 + 3 * t ^ 2) < cationWeight v ∧
      cationWeight v < t ^ 2 / d ^ 2 := by
  rw [cationWeight_eq_div ht hv]
  obtain ⟨hU, hdU, hsec⟩ := upperEnergy_spec ht d
  generalize upperEnergy t d = U at hU hdU hsec ⊢
  have ht2 : 0 < t ^ 2 := by positivity
  have hprod : 0 < d * U := mul_pos hd hU
  refine ⟨?_, ?_, ?_⟩
  · rw [div_lt_div_iff₀ (by positivity) (by norm_num)]
    linarith
  · -- the level shift U - d is smaller than t² / d
    have hshift : t ^ 2 + U ^ 2 < d ^ 2 + 3 * t ^ 2 := by
      nlinarith [mul_pos (sub_pos.2 hdU) (sub_pos.2 hdU)]
    exact div_lt_div_of_pos_left ht2 (by positivity) hshift
  · have hsq : d ^ 2 < t ^ 2 + U ^ 2 := by nlinarith
    exact div_lt_div_of_pos_left ht2 (by positivity) hsq

end

end LonePairWeight
```

Here $d>0$. Each bound on $w$ comes from a bound on $t^2+U^2$:

- $U^2=dU+t^2>t^2$, so $t^2+U^2>2t^2$ and $w<\tfrac12$.
- $(U-d)^2>0$ and the secular equation give $dU<d^2+t^2$, so $t^2+U^2=dU+2t^2<d^2+3t^2$ and $w>t^2/(d^2+3t^2)$.
- $U>d>0$, so $t^2+U^2>d^2$ and $w<t^2/d^2$.

The last bound is the perturbative estimate, the square of the first-order amplitude $t/d$. It is informative for $d$ large compared with $|t|$, where the lower bound approaches it; for $d<\sqrt2\,|t|$ the bound $\tfrac12$ is the sharper one.

```lean
#print axioms LonePairWeight.upperEnergy_isGreatest
#print axioms LonePairWeight.cationWeight_upper
#print axioms LonePairWeight.cationWeight_strictly_decreasing
#print axioms LonePairWeight.cationWeight_bounds
```

```
'LonePairWeight.upperEnergy_isGreatest' depends on axioms: [propext, Classical.choice, Quot.sound]
'LonePairWeight.cationWeight_upper' depends on axioms: [propext, Classical.choice, Quot.sound]
'LonePairWeight.cationWeight_strictly_decreasing' depends on axioms: [propext, Classical.choice, Quot.sound]
'LonePairWeight.cationWeight_bounds' depends on axioms: [propext, Classical.choice, Quot.sound]
```

## Cation-s weight in a solid

In a density functional calculation on a tin(II) or lead(II) chalcogenide, $w$ corresponds roughly to the cation-s share of a state near the top of the valence band, obtained by projecting that state onto atomic orbitals. The model is non-interacting and keeps a single s–p pair. The monotonicity theorem compares anions at the same $t$. If $t$ changes as well, the closed form shows that $w$ depends on the ratio $d/|t|$ and falls when that ratio rises.

With the illustrative values $t=2$ eV and $d=3$ eV, the root is 5 eV, the upper energy is 4 eV and $w=0.2$. Raising $d$ to 6 eV lowers $w$ to about 0.08. At fixed $t$ only the level difference matters, so a relativistic lowering of the cation s level acts in the same direction as a rise of the anion p level.

The step from the model to chemistry is to read $w$ as lone-pair character. A stereochemically active lone pair also involves cation p orbitals, which this basis leaves out.
